# At fixed positive site densities, nonpositive hopping on a connected lattice reaches the one-orbital energy bound only in a single orbital

Suppose a self-interaction correction should act only on one-orbital states, and it is switched on when the hopping energy equals that of the nonnegative orbital with the same density. If a state built from several orbitals could have the same energy, the correction would act on it by mistake. On a finite lattice with nonpositive hopping, this mistake is excluded when the bonds connect all sites and every site carries density. It can occur when the lattice falls into separate parts.

## Sites, bonds and the one-orbital energy

```lean
import Mathlib

open Matrix

namespace OneOrbitalKineticBound

noncomputable section

variable {n : Type*} [Fintype n]
```

The letter `n` denotes the set of sites, not a density or a particle number. The sites stand for orthonormal real basis functions.

```lean
/-- Any two sites are joined by a chain of bonds, a bond being a nonzero entry of the
hopping matrix `T`, traversed in either direction. -/
def BondConnected (T : Matrix n n ℝ) : Prop :=
  ∀ x y, Relation.EqvGen (fun a b => T a b ≠ 0) x y
```

`Matrix n n ℝ` is a real matrix indexed by sites. The diagonal of \(T\) holds on-site energies and the rest holds hopping amplitudes. `Relation.EqvGen` is the equivalence relation generated by the bonds, so `BondConnected T` says that a chain of bonds joins any two sites. Since bonds may be traversed either way, \(T\) need not be symmetric.

```lean
/-- The density functional `∑ T_xy √(ρ_x ρ_y)`, for site densities `ρ ≥ 0`. -/
def orbitalEnergy (T : Matrix n n ℝ) (ρ : n → ℝ) : ℝ :=
  ∑ x, ∑ y, T x y * √(ρ x * ρ y)
```

For site densities \(\rho_x\), this defines

\[
E_T[\rho]=\sum_{x,y}T_{xy}\sqrt{\rho_x\rho_y}.
\]

```lean
/-- For a nonnegative density, the functional is the quadratic form of `T` in the unnormalised
orbital `√ρ`. -/
theorem orbitalEnergy_eq_expectation (T : Matrix n n ℝ) (ρ : n → ℝ) (hρ : ∀ x, 0 ≤ ρ x) :
    orbitalEnergy T ρ = (fun x => √(ρ x)) ⬝ᵥ T *ᵥ (fun x => √(ρ x)) := by
  simp only [orbitalEnergy, dotProduct, Matrix.mulVec, Finset.mul_sum]
  refine Finset.sum_congr rfl fun x _ => Finset.sum_congr rfl fun y _ => ?_
  rw [Real.sqrt_mul (hρ x)]
  ring
```

For \(\rho\ge 0\) the root factorises, and \(E_T[\rho]=\sum_{x,y}\sqrt{\rho_x}\,T_{xy}\sqrt{\rho_y}\). The orbital \(\sqrt\rho\) has squared norm \(N=\sum_x\rho_x\). If \(N>0\), the normalised orbital \(\chi=\sqrt{\rho/N}\) has energy \(E_T[\rho]/N\).

## What positivity says about two and three sites

```lean
omit [Fintype n] in
/-- A real positive semidefinite density matrix is symmetric. -/
theorem density_symm {g : Matrix n n ℝ} (hg : g.PosSemidef) (x y : n) : g x y = g y x := by
  simpa using (hg.isHermitian.apply x y).symm
```

`g.PosSemidef` says that the one-particle density matrix \(g\) is positive semidefinite. This includes being Hermitian, which for real entries means \(g_{xy}=g_{yx}\). Neither the trace of \(g\) nor an upper limit on its occupations is prescribed.

```lean
omit [Fintype n] in
/-- Positivity of a density matrix, tested on a trial orbital with amplitudes `a, b, c`
on three sites. -/
theorem three_site {g : Matrix n n ℝ} (hg : g.PosSemidef) (x y z : n) (a b c : ℝ) :
    0 ≤ a ^ 2 * g x x + b ^ 2 * g y y + c ^ 2 * g z z
      + 2 * (a * b * g x y + b * c * g y z + a * c * g x z) := by
  have h := (hg.submatrix ![x, y, z]).dotProduct_mulVec_nonneg ![a, b, c]
  simp [dotProduct, Matrix.mulVec, Fin.sum_univ_three] at h
  rw [density_symm hg y x, density_symm hg z y, density_symm hg z x] at h
  linarith
```

Take a trial vector with amplitudes \(a,b,c\) on sites \(x,y,z\). The quadratic form of \(g\) in this vector is nonnegative:

\[
a^2g_{xx}+b^2g_{yy}+c^2g_{zz}+2(ab\,g_{xy}+bc\,g_{yz}+ac\,g_{xz})\ge 0.
\]

Lean restricts \(g\) to the three sites with `submatrix` and expands the sum.

```lean
omit [Fintype n] in
/-- The coherence between two sites of a positive semidefinite density matrix is at most
the geometric mean of their densities. -/
theorem coherence_le {g : Matrix n n ℝ} (hg : g.PosSemidef) (x y : n) :
    g x y ≤ √(g x x * g y y) := by
  have h : discrim (g x x) (2 * g x y) (g y y) ≤ 0 :=
    discrim_le_zero fun t => by linarith [three_site hg x y y t 1 0]
  unfold discrim at h
  exact (le_abs_self _).trans (Real.abs_le_sqrt (by linarith))
```

Setting \(a=t\), \(b=1\), \(c=0\) gives \(t^2g_{xx}+2t\,g_{xy}+g_{yy}\ge0\) for every real \(t\). The discriminant is therefore nonpositive, so \(g_{xy}^2\le g_{xx}g_{yy}\) and \(g_{xy}\le\sqrt{g_{xx}g_{yy}}\). The file calls \(g_{xy}\) the coherence, and calls it maximal when equality holds.

```lean
omit [Fintype n] in
/-- In a positive semidefinite density matrix, maximal coherence is passed on: if `x, y` and
`y, z` are maximally coherent and all three sites are occupied, so are `x, z`. -/
theorem coherence_trans {g : Matrix n n ℝ} (hg : g.PosSemidef) {x y z : n}
    (hx : 0 < g x x) (hy : 0 < g y y) (hz : 0 < g z z)
    (hxy : g x y = √(g x x * g y y)) (hyz : g y z = √(g y y * g z z)) :
    g x z = √(g x x * g z z) := by
  apply le_antisymm (coherence_le hg x z)
  rw [Real.sqrt_mul hx.le] at hxy
  rw [Real.sqrt_mul hy.le] at hyz
  rw [Real.sqrt_mul hx.le]
  have px := Real.sqrt_pos.2 hx
  have py := Real.sqrt_pos.2 hy
  have pz := Real.sqrt_pos.2 hz
  -- trial amplitudes proportional to 1/√g_xx, -2/√g_yy, 1/√g_zz
  have q := three_site hg x y z (√(g y y) * √(g z z)) (-2 * (√(g x x) * √(g z z)))
    (√(g x x) * √(g y y))
  rw [hxy, hyz] at q
  have key : 0 ≤ (2 * (√(g x x) * √(g y y) ^ 2 * √(g z z)))
      * (g x z - √(g x x) * √(g z z)) := by
    linear_combination q - (√(g y y) * √(g z z)) ^ 2 * Real.sq_sqrt hx.le
      - 4 * (√(g x x) * √(g z z)) ^ 2 * Real.sq_sqrt hy.le
      - (√(g x x) * √(g y y)) ^ 2 * Real.sq_sqrt hz.le
  have h := (mul_nonneg_iff_of_pos_left (by positivity)).1 key
  linarith
```

Write \(r_x=\sqrt{g_{xx}}\), let all three sites be occupied, and let the pairs \(x,y\) and \(y,z\) be maximally coherent: \(g_{xy}=r_xr_y\) and \(g_{yz}=r_yr_z\). Choose amplitudes \(1/r_x,\,-2/r_y,\,1/r_z\). The three-site inequality becomes

\[
1+4+1+2\left(-2-2+\frac{g_{xz}}{r_xr_z}\right)\ge0,
\]

so \(g_{xz}\ge r_xr_z\). The previous lemma gives the opposite inequality, hence equality. The Lean proof multiplies the amplitudes by \(r_xr_yr_z\) to avoid fractions, and `linear_combination` checks the resulting algebra.

## The energy bound and its equality case

```lean
omit [Fintype n] in
/-- With nonpositive off-diagonal hopping and a positive semidefinite density matrix, the
bound holds separately for each pair of sites. -/
theorem pair_bound {T g : Matrix n n ℝ} (hT : ∀ x y, x ≠ y → T x y ≤ 0)
    (hg : g.PosSemidef) (x y : n) : T x y * √(g x x * g y y) ≤ T x y * g x y := by
  rcases eq_or_ne x y with rfl | hne
  · rw [Real.sqrt_mul_self (by linarith [three_site hg x x x 1 0 0])]
  · exact mul_le_mul_of_nonpos_left (coherence_le hg x y) (hT x y hne)
```

For \(x\ne y\), multiplying \(g_{xy}\le\sqrt{g_{xx}g_{yy}}\) by \(T_{xy}\le0\) reverses it. For \(x=y\) the two sides agree, because \(g_{xx}\ge0\). The on-site energies may therefore have any sign.

```lean
/-- For nonpositive off-diagonal hopping and a positive semidefinite density matrix `g`,
`Tr (T g)` is at least the one-orbital energy of the same density. If the bonds connect all
sites and every site is occupied, equality holds exactly when `g_xy = √(g_xx g_yy)`. -/
theorem one_orbital_bound {T g : Matrix n n ℝ} (hT : ∀ x y, x ≠ y → T x y ≤ 0)
    (hg : g.PosSemidef) :
    orbitalEnergy T (fun x => g x x) ≤ trace (T * g) ∧
    (BondConnected T → (∀ x, 0 < g x x) →
      (trace (T * g) = orbitalEnergy T (fun x => g x x) ↔
        ∀ x y, g x y = √(g x x * g y y))) := by
  have htr : trace (T * g) = ∑ x, ∑ y, T x y * g x y := by
    simp only [Matrix.trace, Matrix.diag_apply, Matrix.mul_apply]
    exact Finset.sum_congr rfl fun x _ => Finset.sum_congr rfl fun y _ => by
      rw [density_symm hg y x]
  rw [htr]
  simp only [orbitalEnergy]
  refine ⟨Finset.sum_le_sum fun x _ => Finset.sum_le_sum fun y _ => pair_bound hT hg x y,
    fun hconn hpos => ⟨fun h x y => ?_, fun h => ?_⟩⟩
  · -- equality of the sums forces maximal coherence on every bond
    have h1 := (Finset.sum_eq_sum_iff_of_le (fun x _ =>
      Finset.sum_le_sum fun y _ => pair_bound hT hg x y)).1 h.symm
    have bond : ∀ a b, T a b ≠ 0 → g a b = √(g a a * g b b) := fun a b hab => by
      have h2 := (Finset.sum_eq_sum_iff_of_le (fun y _ => pair_bound hT hg a y)).1
        (h1 a (Finset.mem_univ a)) b (Finset.mem_univ b)
      exact (mul_left_cancel₀ hab h2).symm
    -- and it spreads along chains of bonds
    have hxy : Relation.EqvGen (fun a b => T a b ≠ 0) x y := hconn x y
    induction hxy with
    | rel a b hab => exact bond a b hab
    | refl a => exact (Real.sqrt_mul_self (hpos a).le).symm
    | symm a b _ ih => rw [density_symm hg b a, ih, mul_comm]
    | trans a b c _ _ ih1 ih2 =>
      exact coherence_trans hg (hpos a) (hpos b) (hpos c) ih1 ih2
  · exact Finset.sum_congr rfl fun x _ => Finset.sum_congr rfl fun y _ => by rw [h x y]
```

The theorem has two parts, joined by `∧`. The first needs only `hT`, the sign condition, and `hg`, positivity:

\[
\operatorname{Tr}(Tg)\ge\sum_{x,y}T_{xy}\sqrt{g_{xx}g_{yy}}.
\]

By symmetry of \(g\), the trace is \(\sum_{x,y}T_{xy}g_{xy}\), and summing the pair bounds proves the claim.

The second part also assumes connected bonds and \(g_{xx}>0\) on every site. It says that equality holds exactly when \(g_{xy}=\sqrt{g_{xx}g_{yy}}\) for all \(x,y\). If two sums agree and their terms are ordered, every pair of terms agrees; Lean uses this once for the rows and once within a row. On a bond, \(T_{xy}\ne0\) can be cancelled, so the bond is maximally coherent. The `induction` then follows the chain from \(x\) to \(y\): a single bond, a site with itself, a reversed chain, and two chains joined by `coherence_trans`. The converse is substitution.

For example, take two sites with \(T_{12}=T_{21}=-1\), zero diagonal, and densities \(0.8\) and \(0.2\). The bound is \(-2\sqrt{0.16}=-0.8\). A coherence \(g_{12}=0.3\) gives energy \(-0.6\); only \(g_{12}=0.4\) reaches \(-0.8\).

Connected bonds with merely nonnegative densities are not enough for the equality statement. On a chain 1–2–3 with both hoppings \(-1\) and zero diagonal, let \(g=\operatorname{diag}(\tfrac12,0,\tfrac12)\). The energy and the bound are both zero, yet \(g_{13}=0\ne\tfrac12\).

```lean
omit [Fintype n] in
/-- A positive semidefinite density matrix is maximally coherent between all sites exactly
when it is `φ φᵀ` for a single nonnegative orbital `φ`. -/
theorem coherent_iff_one_orbital {g : Matrix n n ℝ} (hg : g.PosSemidef) :
    (∀ x y, g x y = √(g x x * g y y)) ↔
      ∃ φ : n → ℝ, (∀ x, 0 ≤ φ x) ∧ g = Matrix.vecMulVec φ φ := by
  constructor
  · intro h
    refine ⟨fun x => √(g x x), fun _ => Real.sqrt_nonneg _, ?_⟩
    ext x y
    rw [Matrix.vecMulVec_apply, h x y,
      Real.sqrt_mul (by linarith [three_site hg x x x 1 0 0])]
  · rintro ⟨φ, hφ, rfl⟩ x y
    simp only [Matrix.vecMulVec_apply]
    rw [show φ x * φ x * (φ y * φ y) = (φ x * φ y) * (φ x * φ y) by ring,
      Real.sqrt_mul_self (mul_nonneg (hφ x) (hφ y))]
```

`Matrix.vecMulVec φ φ` is the outer product \(\varphi\varphi^{T}\). If all pairs are maximally coherent, \(\varphi_x=\sqrt{g_{xx}}\) gives \(g_{xy}=\varphi_x\varphi_y\). Conversely, \(\varphi\ge0\) gives \(\sqrt{\varphi_x^2\varphi_y^2}=\varphi_x\varphi_y\). One orbital means one electron only if \(\sum_x\varphi_x^2=1\).

## Separate clusters admit a second orbital

```lean
/-- Two real orbitals `u` and `v` together give a positive semidefinite density matrix. -/
theorem two_orbital_posSemidef (u v : n → ℝ) :
    (Matrix.of fun x y => u x * u y + v x * v y).PosSemidef := by
  have h := Matrix.posSemidef_conjTranspose_mul_self (Matrix.of ![u, v])
  have e : (Matrix.of ![u, v])ᴴ * Matrix.of ![u, v]
      = Matrix.of fun x y => u x * u y + v x * v y := by
    ext x y
    simp [Matrix.mul_apply, Fin.sum_univ_two]
  rwa [e] at h
```

For \(g=uu^{T}+vv^{T}\) and any real vector \(w\), \(w^{T}gw=(u\cdot w)^2+(v\cdot w)^2\ge0\). Lean writes \(g\) as \(A^{T}A\), where \(A\) has rows \(u\) and \(v\).

```lean
/-- If the bonds do not connect all sites, every positive density belongs to some density
matrix that has the one-orbital energy without being maximally coherent. -/
theorem disconnected_not_rigid {T : Matrix n n ℝ} (hT : ¬ BondConnected T)
    (ρ : n → ℝ) (hρ : ∀ x, 0 < ρ x) :
    ∃ g : Matrix n n ℝ, g.PosSemidef ∧ (∀ x, g x x = ρ x) ∧
      trace (T * g) = orbitalEnergy T ρ ∧ ∃ x y, g x y ≠ √(ρ x * ρ y) := by
  classical
  simp only [BondConnected, not_forall] at hT
  obtain ⟨a, b, hab⟩ := hT
  -- the cluster of sites reachable from `a`
  obtain ⟨C, hCa, hCb, hC⟩ : ∃ C : n → Prop, C a ∧ ¬ C b ∧
      ∀ x y, T x y ≠ 0 → (C x ↔ C y) :=
    ⟨fun x => Relation.EqvGen (fun a b => T a b ≠ 0) a x, Relation.EqvGen.refl a, hab,
      fun x y h => ⟨fun k => Relation.EqvGen.trans _ _ _ k (Relation.EqvGen.rel _ _ h),
        fun k => Relation.EqvGen.trans _ _ _ k
          (Relation.EqvGen.symm _ _ (Relation.EqvGen.rel _ _ h))⟩⟩
  -- one orbital on the cluster, one on the rest
  refine ⟨_, two_orbital_posSemidef (fun x => if C x then √(ρ x) else 0)
    (fun x => if C x then 0 else √(ρ x)), fun x => ?_, ?_, a, b, fun h => ?_⟩
  · by_cases h : C x <;> simp [h, Real.mul_self_sqrt (hρ x).le]
  · simp only [Matrix.trace, Matrix.diag_apply, Matrix.mul_apply, Matrix.of_apply,
      orbitalEnergy]
    refine Finset.sum_congr rfl fun x _ => Finset.sum_congr rfl fun y _ => ?_
    by_cases h0 : T x y = 0
    · simp [h0]
    · rw [Real.sqrt_mul (hρ x).le]
      by_cases hx : C x
      · have hy := (hC x y h0).1 hx
        simp only [hx, hy, if_true]
        ring
      · have hy : ¬ C y := fun k => hx ((hC x y h0).2 k)
        simp only [hx, hy, if_false]
        ring
  · have hp : 0 < √(ρ a * ρ b) := Real.sqrt_pos.2 (mul_pos (hρ a) (hρ b))
    simp only [Matrix.of_apply, hCa, hCb, if_true, if_false, mul_zero, zero_mul,
      add_zero] at h
    exact hp.ne h

end

end OneOrbitalKineticBound
```

If no chain joins \(a\) to \(b\), let \(C\) be the cluster of \(a\). Put \(u=\sqrt\rho\) on \(C\) and \(v=\sqrt\rho\) on the remaining sites, each zero elsewhere. Then \(g=uu^{T}+vv^{T}\) has density \(\rho\). Every bond lies within \(C\) or within the rest, where \(g_{xy}=\sqrt{\rho_x\rho_y}\), so the energy equals \(E_T[\rho]\). But \(g_{ab}=0\), while \(\sqrt{\rho_a\rho_b}>0\). This \(g\) is not a single orbital of any sign pattern, since \(\varphi\varphi^{T}\) with positive density on \(a\) and \(b\) has \(\varphi_a\varphi_b\ne0\). The formal statement records only the failure of maximal coherence, which a single orbital with opposite signs on the two parts would also show; the second orbital comes from the construction in the proof.

Two uncoupled sites with half an electron each, an idealised dissociated one-electron bond, show this: \(\operatorname{diag}(\tfrac12,\tfrac12)\) has the same hopping energy as the delocalised orbital.

```lean
#print axioms OneOrbitalKineticBound.orbitalEnergy_eq_expectation
#print axioms OneOrbitalKineticBound.one_orbital_bound
#print axioms OneOrbitalKineticBound.coherent_iff_one_orbital
#print axioms OneOrbitalKineticBound.disconnected_not_rigid
```

```
'OneOrbitalKineticBound.orbitalEnergy_eq_expectation' depends on axioms: [propext, Classical.choice, Quot.sound]
'OneOrbitalKineticBound.one_orbital_bound' depends on axioms: [propext, Classical.choice, Quot.sound]
'OneOrbitalKineticBound.coherent_iff_one_orbital' depends on axioms: [propext, Classical.choice, Quot.sound]
'OneOrbitalKineticBound.disconnected_not_rigid' depends on axioms: [propext, Classical.choice, Quot.sound]
```

## From the lattice to electronic structure

In electronic structure, the inequality is a finite-lattice relative of the von Weizsäcker bound, on which one-orbital indicators in density functionals rely. Such indicators usually compare kinetic energy densities point by point, whereas the theorem compares total energies, so it does not show that a pointwise indicator singles out one-orbital states. Reaching the continuum kinetic energy, with its density gradients, would take a limit of vanishing lattice spacing. The sign condition stands for hopping that favours orbitals of uniform sign, as in the nearest-neighbour discretisation of \(-\tfrac12\nabla^2\); a general basis set need not satisfy it.
